# Inverting the radial Schrödinger equation for a nodeless hydrogenic function recovers the Coulomb potential

For a single particle in atomic units, the theorem `hydrogenic_inversion` takes the unnormalised radial function u(r) = r^(l+1) exp(−Zr/(l+1)) and the energy −Z²/(2(l+1)²), and solves the radial Schrödinger equation for the potential. It states that the result is −Z/r at every r > 0, for any real Z and any natural number l. The proof applies `invertedPotential_eq`, a general formula in which the centrifugal term has already cancelled, to the factor exp(−Zr/(l+1)). It then works out the two derivatives of this exponential, replaces its value at r by a nonzero number `e`, and leaves the rest to algebra.

As first written in Lean, the proof fails:

```lean
import Mathlib

open Filter Topology

namespace HydrogenicInversion

noncomputable section

/-- The radial pseudo wavefunction `u(r) = r^(l+1) g(r)` of angular momentum `l`. -/
def pseudoWave (l : ℕ) (g : ℝ → ℝ) (r : ℝ) : ℝ := r ^ (l + 1) * g r

/-- The screened potential obtained by inverting the radial Schrödinger equation (atomic units) for
the radial function `u` at energy `E`. The formula is meaningful at radii `r > 0` where `u` is twice
differentiable and `u r ≠ 0`. -/
def invertedPotential (E : ℝ) (l : ℕ) (u : ℝ → ℝ) (r : ℝ) : ℝ :=
  E - l * (l + 1) / (2 * r ^ 2) + deriv (deriv u) r / (2 * u r)

/-- If `g` is `n` times continuously differentiable at `x` and `m + 1 ≤ n`, then its derivative is
at least `m` times continuously differentiable at `x`. -/
theorem contDiffAt_deriv {g : ℝ → ℝ} {x : ℝ} {m n : WithTop ℕ∞}
    (hg : ContDiffAt ℝ n g x) (hmn : m + 1 ≤ n) : ContDiffAt ℝ m (deriv g) x := by
  have h : deriv g = fun y => fderiv ℝ g y 1 := rfl
  rw [h]
  exact (hg.fderiv_right hmn).clm_apply contDiffAt_const

/-- The slope of the pseudo wavefunction where its radial factor is differentiable. -/
theorem hasDerivAt_pseudoWave (l : ℕ) {g : ℝ → ℝ} {x : ℝ} (hg : DifferentiableAt ℝ g x) :
    HasDerivAt (pseudoWave l g) ((l + 1) * x ^ l * g x + x ^ (l + 1) * deriv g x) x :=
  ((hasDerivAt_pow (l + 1) x).fun_mul hg.hasDerivAt).congr_deriv (by simp)

/-- At a radius `r > 0` where `g` is twice continuously differentiable and nonzero, the
centrifugal term cancels from the inverted potential. -/
theorem invertedPotential_eq (E : ℝ) (l : ℕ) {g : ℝ → ℝ} {r : ℝ} (hr : 0 < r)
    (hg : ContDiffAt ℝ 2 g r) (h0 : g r ≠ 0) :
    invertedPotential E l (pseudoWave l g) r =
      E + (l + 1) * deriv g r / (r * g r) + deriv (deriv g) r / (2 * g r) := by
  have hr0 : r ≠ 0 := hr.ne'
  have hd : DifferentiableAt ℝ g r := hg.differentiableAt (by norm_num)
  have hd' : DifferentiableAt ℝ (deriv g) r :=
    (contDiffAt_deriv (m := 1) hg one_add_one_eq_two.le).differentiableAt (by norm_num)
  -- the first derivative is known on a whole neighbourhood, so it can be differentiated again
  have hev : deriv (pseudoWave l g) =ᶠ[𝓝 r]
      fun x => ((l : ℝ) + 1) * x ^ l * g x + x ^ (l + 1) * deriv g x := by
    filter_upwards [hg.eventually (by simp)] with x hx
    exact (hasDerivAt_pseudoWave l (hx.differentiableAt (by norm_num))).deriv
  have h2 : HasDerivAt (fun x => ((l : ℝ) + 1) * x ^ l * g x + x ^ (l + 1) * deriv g x)
      ((((l : ℝ) + 1) * (l * r ^ (l - 1)) * g r + ((l : ℝ) + 1) * r ^ l * deriv g r) +
        (((l : ℝ) + 1) * r ^ l * deriv g r + r ^ (l + 1) * deriv (deriv g) r)) r :=
    ((((hasDerivAt_pow l r).const_mul ((l : ℝ) + 1)).fun_mul hd.hasDerivAt).fun_add
      ((hasDerivAt_pow (l + 1) r).fun_mul hd'.hasDerivAt)).congr_deriv (by simp)
  have hl : (l : ℝ) * r ^ (l - 1) = l * r ^ l / r := by
    rcases l with _ | k
    · simp
    · rw [Nat.add_sub_cancel, pow_succ, ← mul_assoc, mul_div_cancel_right₀ _ hr0]
  rw [invertedPotential, hev.deriv_eq, h2.deriv, hl, pseudoWave, pow_succ]
  field_simp
  ring

/-- Inverting `u = r^(l+1) exp(-Z r/(l+1))` at the energy `-Z²/(2(l+1)²)` returns the Coulomb
potential `-Z/r` at every `r > 0`. -/
theorem hydrogenic_inversion (Z : ℝ) (l : ℕ) {r : ℝ} (hr : 0 < r) :
    invertedPotential (-(Z / (l + 1)) ^ 2 / 2) l
      (pseudoWave l fun x => Real.exp (-(Z / (l + 1)) * x)) r = -Z / r := by
  have hl : (l : ℝ) + 1 ≠ 0 := by positivity
  have hr0 : r ≠ 0 := hr.ne'
  have hd : ∀ k x : ℝ, HasDerivAt (fun y => Real.exp (k * y)) (k * Real.exp (k * x)) x :=
    fun k x => (((hasDerivAt_id' x).const_mul k).exp).congr_deriv (by ring)
  have h1 : ∀ k : ℝ, deriv (fun y => Real.exp (k * y)) = fun y => k * Real.exp (k * y) :=
    fun k => funext fun x => (hd k x).deriv
  have hsmooth : ContDiffAt ℝ 2 (fun x => Real.exp (-(Z / ((l : ℝ) + 1)) * x)) r :=
    (contDiffAt_const.mul contDiffAt_id).exp
  have hne := Real.exp_ne_zero (-(Z / ((l : ℝ) + 1)) * r)
  rw [invertedPotential_eq _ l hr hsmooth hne, h1, ((hd _ r).const_mul _).deriv]
  -- the exponential is a common factor and drops out
  generalize Real.exp (-(Z / ((l : ℝ) + 1)) * r) = e at hne ⊢
  field_simp <;> ring

end

end HydrogenicInversion
```

Lean reports:

```
Try this:
  [apply] ring_nf
  
  The `ring` tactic failed to close the goal. Use `ring_nf` to obtain a normal form.
    
  Note that `ring` works primarily in *commutative* rings. If you have a noncommutative ring, abelian group or module, consider using `noncomm_ring`, `abel` or `module` instead.
Main.lean:63:74: error: unsolved goals
Z : ℝ
l : ℕ
r : ℝ
hr : 0 < r
hl : ↑l + 1 ≠ 0
hr0 : r ≠ 0
hd : ∀ (k x : ℝ), HasDerivAt (fun y => Real.exp (k * y)) (k * Real.exp (k * x)) x
h1 : ∀ (k : ℝ), (deriv fun y => Real.exp (k * y)) = fun y => k * Real.exp (k * y)
hsmooth : ContDiffAt ℝ 2 (fun x => Real.exp (-(Z / (↑l + 1)) * x)) r
e : ℝ
hne : e ≠ 0
⊢ -(Z * ↑l * Real.exp (-(Z * r * (1 + ↑l)⁻¹)) * 4) - Z * ↑l ^ 2 * Real.exp (-(Z * r * (1 + ↑l)⁻¹)) * 2 -
      Z * Real.exp (-(Z * r * (1 + ↑l)⁻¹)) * 2 =
    -(Z * e * 2) - Z * e * ↑l * 4 - Z * e * ↑l ^ 2 * 2
```

Fix (accepted with no message):

```diff
@@ -72,7 +72,9 @@
   have hne := Real.exp_ne_zero (-(Z / ((l : ℝ) + 1)) * r)
   rw [invertedPotential_eq _ l hr hsmooth hne, h1, ((hd _ r).const_mul _).deriv]
+  beta_reduce
   -- the exponential is a common factor and drops out
   generalize Real.exp (-(Z / ((l : ℝ) + 1)) * r) = e at hne ⊢
-  field_simp <;> ring
+  field_simp
+  ring
 
 end
```

Cause. The first message says that `ring` could not close the goal and fell back to `ring_nf`; the error shows what was left. That equation has `Real.exp` on the left and `e` on the right, and it would hold if the two were equal, but `generalize` has made `e` an arbitrary nonzero number.

One exponential escaped the replacement. Rewriting with `h1` turns the first derivative at `r` into a function still waiting to be applied, `(fun y => k * Real.exp (k * y)) r`, with `k` equal to `-(Z / (l + 1))`. In that form the exponential contains the bound variable `y`, so `generalize`, which looks for the exponential at `r`, passes it by. The later simplification carries out the application, and the exponential at `r` appears too late.

The added `beta_reduce` carries out the application first, so `generalize` replaces every occurrence and `e` cancels. Putting `field_simp` and `ring` on separate lines instead of joining them with `<;>` is mere tidying.
